# Charge sloshing in a linearised Thomas–Fermi model: where plain mixing diverges, and a wavelength-independent bound for Kerker mixing

A mixing parameter that works in a short metallic cell can make the self-consistency loop blow up once the cell is lengthened: charge sloshes from end to end with growing amplitude. The usual account is that Thomas–Fermi screening, $\varepsilon(p)=1+k^2/p^2$ at wave number $p$, over-amplifies long waves, and that Kerker damping by $p^2/(p^2+k_0^2)$ cures this. I would like to see both halves made rigorous and machine-checked: the exact wave number below which plain mixing diverges, and an error bound for Kerker mixing, with a suitable prefactor, that is the same for every wavelength. Can this be done?

## One scalar factor per Fourier mode

Yes, for the linearised model in which each Fourier mode evolves separately. Let $\rho_s$ be the self-consistent amplitude of a mode and $\rho$ its current value. The residual, output minus input density, is $-\varepsilon(p)(\rho-\rho_s)$. A mixing step adds $w$ times this residual, so the error is multiplied by $1-w\varepsilon$. After $n$ steps from $\rho_0$,

$$|\rho_n-\rho_s| = |1-w\varepsilon|^n\,|\rho_0-\rho_s| .$$

**Plain mixing** takes $w=a$ with $0<a<2$. Since $a\varepsilon>0$, the factor is below $1$, and its modulus exceeds $1$ exactly when $a\varepsilon>2$. Multiplying by $p^2$ gives

$$ap^2+ak^2>2p^2 \iff p^2<\frac{ak^2}{2-a}.$$

Then any nonzero error grows without bound. With the inequality reversed, the modulus is below $1$ and the mode converges. At equality the factor is $-1$, and the error keeps its size. For the longest wave in a periodic cell of length $L$, $p=2\pi/L$, divergence means $L^2>4\pi^2(2-a)/(ak^2)$.

**Kerker mixing** takes $w=a\,\frac{p^2}{p^2+k_0^2}$, where the prefactor $a$ is a free parameter. Here it is set to $a=k_0^2/k^2$, with $0<k_0\le k$. Then

$$1-w\varepsilon = 1-\frac{k_0^2(p^2+k^2)}{k^2(p^2+k_0^2)} = \Bigl(1-\frac{k_0^2}{k^2}\Bigr)\frac{p^2}{p^2+k_0^2}.$$

The last fraction lies between $0$ and $1$, so the factor lies in $[0,\,1-k_0^2/k^2]$ for every $p>0$. It approaches the upper end as $p\to\infty$. As $k_0>0$, that end is below $1$, and all modes share one geometric bound.

## The Lean file

```lean
import Mathlib

open Filter Topology

namespace ChargeSloshing

noncomputable section

/-- Thomas-Fermi dielectric function at wave number `p`, with screening wave number `k`. -/
def dielectric (k p : ℝ) : ℝ := 1 + k ^ 2 / p ^ 2

/-- Kerker damping factor at wave number `p`, with parameter `k0`. -/
def kerker (k0 p : ℝ) : ℝ := p ^ 2 / (p ^ 2 + k0 ^ 2)

/-- One mixing step for a Fourier amplitude `ρ` of the density: the linearised residual
`-ε (ρ - ρs)` about the self-consistent amplitude `ρs` is added with weight `w`. -/
def mixStep (w ε : ℝ) (ρs ρ : ℂ) : ℂ := ρ + w * (-(ε * (ρ - ρs)))

/-- After `n` mixing steps the initial error of the mode is multiplied by `(1 - w ε) ^ n`. -/
theorem mix_error (w ε : ℝ) (ρs ρ : ℂ) (n : ℕ) :
    (mixStep w ε ρs)^[n] ρ - ρs = ((1 - w * ε : ℝ) : ℂ) ^ n * (ρ - ρs) := by
  have step : ∀ x, mixStep w ε ρs x - ρs = ((1 - w * ε : ℝ) : ℂ) * (x - ρs) := by
    intro x
    simp only [mixStep]
    push_cast
    ring
  induction n with
  | zero => simp
  | succ n ih =>
    rw [Function.iterate_succ_apply', step, ih, pow_succ]
    ring

/-- The size of the error after `n` steps is `|1 - w ε| ^ n` times its initial size. -/
theorem norm_mix_error (w ε : ℝ) (ρs ρ : ℂ) (n : ℕ) :
    ‖(mixStep w ε ρs)^[n] ρ - ρs‖ = |1 - w * ε| ^ n * ‖ρ - ρs‖ := by
  rw [mix_error, norm_mul, norm_pow, Complex.norm_real, Real.norm_eq_abs]

/-- For `0 < a < 2`, the error factor of plain mixing exceeds one in modulus exactly for `p² < a k²
/ (2 - a)`, and is below one in modulus exactly for `p² > a k² / (2 - a)`. -/
theorem factor_threshold {a k p : ℝ} (ha : 0 < a) (ha2 : a < 2) (hp : 0 < p) :
    (1 < |1 - a * dielectric k p| ↔ p ^ 2 < a * k ^ 2 / (2 - a)) ∧
    (|1 - a * dielectric k p| < 1 ↔ a * k ^ 2 / (2 - a) < p ^ 2) := by
  have hp2 : 0 < p ^ 2 := by positivity
  have h2a : 0 < 2 - a := by linarith
  have hpos : 0 < a * dielectric k p := by
    unfold dielectric
    positivity
  -- the sign of `a ε - 2` decides between growth and decay
  have key : a * k ^ 2 - p ^ 2 * (2 - a) = p ^ 2 * (a * dielectric k p - 2) := by
    have hx : k ^ 2 / p ^ 2 * p ^ 2 = k ^ 2 := div_mul_cancel₀ _ hp2.ne'
    unfold dielectric
    linear_combination (-a) * hx
  constructor
  · rw [lt_div_iff₀ h2a, lt_abs]
    constructor
    · rintro (h | h)
      · linarith
      · have h3 : 0 < a * dielectric k p - 2 := by linarith
        have h4 := mul_pos hp2 h3
        linarith
    · intro h
      right
      have h3 : 0 < p ^ 2 * (a * dielectric k p - 2) := by linarith
      have h4 := pos_of_mul_pos_of_pos_left' hp2 h3
      linarith
  · rw [div_lt_iff₀ h2a, abs_lt]
    constructor
    · rintro ⟨h, -⟩
      have h3 : 0 < 2 - a * dielectric k p := by linarith
      have h4 := mul_pos hp2 h3
      linarith
    · intro h
      have h3 : 0 < p ^ 2 * (2 - a * dielectric k p) := by linarith
      have h4 := pos_of_mul_pos_of_pos_left' hp2 h3
      constructor <;> linarith
where
  pos_of_mul_pos_of_pos_left' {x y : ℝ} (hx : 0 < x) (h : 0 < x * y) : 0 < y := by
    by_contra hy
    have := mul_nonneg hx.le (neg_nonneg.2 (not_lt.1 hy))
    linarith

/-- Under plain mixing with `0 < a < 2`, the error of a mode that starts away from
self-consistency is unbounded if and only if `p² < a k² / (2 - a)`. -/
theorem plain_mixing_unbounded_iff {a k p : ℝ} (ha : 0 < a) (ha2 : a < 2) (hp : 0 < p)
    {ρs ρ : ℂ} (hρ : ρ ≠ ρs) :
    (¬ ∃ C : ℝ, ∀ n : ℕ, ‖(mixStep a (dielectric k p) ρs)^[n] ρ - ρs‖ ≤ C) ↔
      p ^ 2 < a * k ^ 2 / (2 - a) := by
  have he : 0 < ‖ρ - ρs‖ := norm_pos_iff.2 (sub_ne_zero.2 hρ)
  rw [← (factor_threshold ha ha2 hp).1]
  constructor
  · intro h
    by_contra hle
    refine h ⟨‖ρ - ρs‖, fun n => ?_⟩
    rw [norm_mix_error]
    exact mul_le_of_le_one_left he.le (pow_le_one₀ (abs_nonneg _) (not_lt.1 hle))
  · rintro h ⟨C, hC⟩
    -- a power of a number above one passes every bound
    obtain ⟨n, hn⟩ := pow_unbounded_of_one_lt (C / ‖ρ - ρs‖) h
    have h1 := hC n
    rw [norm_mix_error] at h1
    rw [div_lt_iff₀ he] at hn
    linarith

/-- Under plain mixing with `0 < a < 2`, a mode that starts away from self-consistency
converges to it if and only if `p² > a k² / (2 - a)`. -/
theorem plain_mixing_converges_iff {a k p : ℝ} (ha : 0 < a) (ha2 : a < 2) (hp : 0 < p)
    {ρs ρ : ℂ} (hρ : ρ ≠ ρs) :
    Tendsto (fun n : ℕ => (mixStep a (dielectric k p) ρs)^[n] ρ) atTop (𝓝 ρs) ↔
      a * k ^ 2 / (2 - a) < p ^ 2 := by
  have he : 0 < ‖ρ - ρs‖ := norm_pos_iff.2 (sub_ne_zero.2 hρ)
  rw [← (factor_threshold ha ha2 hp).2, tendsto_iff_norm_sub_tendsto_zero]
  simp only [norm_mix_error]
  constructor
  · intro h
    by_contra hge
    -- otherwise the error never falls below its initial size
    have h1 : ‖ρ - ρs‖ ≤ 0 := ge_of_tendsto' h fun n =>
      le_mul_of_one_le_left he.le (one_le_pow₀ (not_lt.1 hge))
    linarith
  · intro h
    simpa using (tendsto_pow_atTop_nhds_zero_of_lt_one (abs_nonneg _) h).mul_const ‖ρ - ρs‖

/-- In a periodic cell of length `L`, with `0 < a < 2` and `k > 0`, the error of the mode `p = 2π /
L` under plain mixing, from a start away from self-consistency, is unbounded if and only if `L² >
4π² (2 - a) / (a k²)`. -/
theorem long_cell_unbounded_iff {a k L : ℝ} (ha : 0 < a) (ha2 : a < 2) (hk : 0 < k)
    (hL : 0 < L) {ρs ρ : ℂ} (hρ : ρ ≠ ρs) :
    (¬ ∃ C : ℝ, ∀ n : ℕ,
      ‖(mixStep a (dielectric k (2 * Real.pi / L)) ρs)^[n] ρ - ρs‖ ≤ C) ↔
      4 * Real.pi ^ 2 * (2 - a) / (a * k ^ 2) < L ^ 2 := by
  have hp : 0 < 2 * Real.pi / L := by positivity
  have h2a : 0 < 2 - a := by linarith
  have hL2 : 0 < L ^ 2 := by positivity
  have hak : 0 < a * k ^ 2 := by positivity
  rw [plain_mixing_unbounded_iff ha ha2 hp hρ, div_pow, div_lt_div_iff₀ hL2 h2a,
    div_lt_iff₀ hak]
  constructor <;> intro h <;> linarith

/-- With weight `k0² / k²` times the Kerker damping factor, the error factor of a mode equals `(1 -
k0² / k²) p² / (p² + k0²)`. -/
theorem kerker_factor_eq {k k0 p : ℝ} (hk : 0 < k) (hp : 0 < p) :
    1 - k0 ^ 2 / k ^ 2 * kerker k0 p * dielectric k p =
      (1 - k0 ^ 2 / k ^ 2) * kerker k0 p := by
  have h : p ^ 2 + k0 ^ 2 ≠ 0 := by positivity
  unfold kerker dielectric
  field_simp
  ring

/-- With `0 < k0 ≤ k` and weight `k0² / k²` times the Kerker damping factor, the error factor lies
in `[0, 1 - k0² / k²]` for every wave number `p > 0`. -/
theorem kerker_factor_mem {k k0 p : ℝ} (hk0 : 0 < k0) (hkk : k0 ≤ k) (hp : 0 < p) :
    1 - k0 ^ 2 / k ^ 2 * kerker k0 p * dielectric k p ∈
      Set.Icc 0 (1 - k0 ^ 2 / k ^ 2) := by
  have hk : 0 < k := lt_of_lt_of_le hk0 hkk
  have hk2 : 0 < k ^ 2 := by positivity
  have h1 : k0 ^ 2 / k ^ 2 ≤ 1 := by
    rw [div_le_iff₀ hk2, one_mul]
    exact pow_le_pow_left₀ hk0.le hkk 2
  have h2 : 0 ≤ kerker k0 p := by
    unfold kerker
    positivity
  have h3 : kerker k0 p ≤ 1 := by
    have hd : 0 < p ^ 2 + k0 ^ 2 := by positivity
    unfold kerker
    rw [div_le_iff₀ hd]
    linarith [sq_nonneg k0]
  rw [kerker_factor_eq hk hp]
  exact ⟨mul_nonneg (by linarith) h2, mul_le_of_le_one_right (by linarith) h3⟩

/-- With `0 < k0 ≤ k` and weight `k0² / k²` times the Kerker damping factor, the error of every mode
with `p > 0` after `n` steps is at most `(1 - k0² / k²) ^ n` times its initial size. -/
theorem kerker_uniform_rate {k k0 p : ℝ} (hk0 : 0 < k0) (hkk : k0 ≤ k) (hp : 0 < p)
    (ρs ρ : ℂ) (n : ℕ) :
    ‖(mixStep (k0 ^ 2 / k ^ 2 * kerker k0 p) (dielectric k p) ρs)^[n] ρ - ρs‖ ≤
      (1 - k0 ^ 2 / k ^ 2) ^ n * ‖ρ - ρs‖ := by
  obtain ⟨h0, h1⟩ := kerker_factor_mem hk0 hkk hp
  rw [norm_mix_error, abs_of_nonneg h0]
  exact mul_le_mul_of_nonneg_right (pow_le_pow_left₀ h0 h1 n) (norm_nonneg _)

/-- With weight `k0² / k²` times the Kerker damping factor, the error factor tends to `1 - k0² / k²`
as the wave number grows. -/
theorem kerker_factor_short_wave {k : ℝ} (k0 : ℝ) (hk : 0 < k) :
    Tendsto (fun p : ℝ => 1 - k0 ^ 2 / k ^ 2 * kerker k0 p * dielectric k p) atTop
      (𝓝 (1 - k0 ^ 2 / k ^ 2)) := by
  have hden : Tendsto (fun p : ℝ => p ^ 2 + k0 ^ 2) atTop atTop :=
    tendsto_atTop_add_const_right _ _ (tendsto_pow_atTop two_ne_zero)
  have hfrac : Tendsto (fun p : ℝ => k0 ^ 2 / (p ^ 2 + k0 ^ 2)) atTop (𝓝 0) :=
    tendsto_const_nhds.div_atTop hden
  have hlim : Tendsto (fun p : ℝ => (1 - k0 ^ 2 / k ^ 2) * (1 - k0 ^ 2 / (p ^ 2 + k0 ^ 2)))
      atTop (𝓝 (1 - k0 ^ 2 / k ^ 2)) := by
    simpa using (hfrac.const_sub 1).const_mul (1 - k0 ^ 2 / k ^ 2)
  refine hlim.congr' ?_
  filter_upwards [eventually_gt_atTop 0] with p hp
  have h : p ^ 2 + k0 ^ 2 ≠ 0 := by positivity
  -- the damping factor is one minus a vanishing fraction
  have hker : kerker k0 p = 1 - k0 ^ 2 / (p ^ 2 + k0 ^ 2) := by
    unfold kerker
    rw [eq_sub_iff_add_eq, ← add_div, div_self h]
  rw [kerker_factor_eq hk hp, hker]

end

end ChargeSloshing
```

```lean
#print axioms ChargeSloshing.plain_mixing_converges_iff
#print axioms ChargeSloshing.long_cell_unbounded_iff
#print axioms ChargeSloshing.kerker_uniform_rate
#print axioms ChargeSloshing.kerker_factor_short_wave
```

```
'ChargeSloshing.plain_mixing_converges_iff' depends on axioms: [propext, Classical.choice, Quot.sound]
'ChargeSloshing.long_cell_unbounded_iff' depends on axioms: [propext, Classical.choice, Quot.sound]
'ChargeSloshing.kerker_uniform_rate' depends on axioms: [propext, Classical.choice, Quot.sound]
'ChargeSloshing.kerker_factor_short_wave' depends on axioms: [propext, Classical.choice, Quot.sound]
```

## What the theorems say about the density

`dielectric k p` is $\varepsilon(p)$, `kerker k0 p` is the damping fraction, and `mixStep w ε ρs` is one step on a complex amplitude; `^[n]` applies it $n$ times. Unboundedness reads `¬ ∃ C`: no constant bounds the error at all steps. The hypothesis `ρ ≠ ρs` excludes a start with no error. Wave numbers are taken to be positive: the mode $p=0$ is the average density, which the number of electrons fixes. Only the cell-length and Kerker theorems assume $k>0$, some of them through $0<k_0\le k$.

The form of $\varepsilon$ is postulated. It stands for the static screening of a uniform electron gas, with $1/k$ the screening length. Nonlinear response and the coupling between modes in an inhomogeneous material are left out, as is the derivation of $\varepsilon$ from a density functional. Within these limits, the result bears on the choice of mixing parameters for long metallic cells.

## How the proof follows the algebra

`mix_error` proves the power law by induction on $n$, and `norm_mix_error` takes norms. In `factor_threshold`, the identity `key`,

$$ak^2-p^2(2-a)=p^2(a\varepsilon-2),$$

carries the sign of $a\varepsilon-2$ over to the condition on $p^2$.

For `plain_mixing_unbounded_iff`, `pow_unbounded_of_one_lt` finds a power exceeding $C/|\rho_0-\rho_s|$, which defeats any proposed bound $C$. Conversely, if the modulus is at most $1$, the initial error is itself a bound. `plain_mixing_converges_iff` uses the decay of powers below $1$; otherwise the error never drops under its initial size. `long_cell_unbounded_iff` substitutes $p=2\pi/L$.

`kerker_factor_eq` is the closed form above, obtained by clearing denominators with `field_simp` and finishing with `ring`. `kerker_factor_mem` bounds its two factors, and `kerker_uniform_rate` raises the bound to the $n$th power. For the limit, `kerker_factor_short_wave` writes the damping fraction as $1-k_0^2/(p^2+k_0^2)$, whose second term vanishes as $p$ grows.
